# Mean energy and variance bound the sudden shake intensity above a finite window

A: Let $H$ be a Hermitian operator on a finite-dimensional complex space and $f$ a unit vector, the sudden state. Put $m=\langle f,Hf\rangle$ and $v=\lVert Hf\rVert^2-m^2$. For every $W>0$, the part of the spectrum of $f$ at energies $m+W$ or higher carries intensity at most $v/(v+W^2)$.

Q: What are $H$ and $f$ in a photoemission experiment?

A: $H$ is the Hamiltonian of the core-ionised system in a finite basis. $f$ is what the sudden approximation leaves behind: the initial state with the core electron removed, normalised. A final state $\varphi_k$ of energy $E_k$ gives a line of intensity $I_k=|\langle\varphi_k,f\rangle|^2$, and shake-up and shake-off satellites lie at higher $E_k$ than the main line, hence at lower kinetic energy of the photoelectron. For a finite-basis simulation in the sudden approximation, one application of $H$ to $f$ therefore limits the intensity lost above the window, with no satellite computed.

Q: Show me the derivation without any code.

A: Since $H$ is Hermitian, the final states $\varphi_k$ can be chosen as an orthonormal basis of eigenvectors, and $\langle\varphi_k,Hf\rangle=E_k\langle\varphi_k,f\rangle$. Expanding $f$ and $Hf$ in the final states gives three sum rules:
$$\sum_k I_k=1,\qquad \sum_k I_kE_k=m,\qquad \sum_k I_kE_k^2=\lVert Hf\rVert^2.$$
With $x_k=E_k-m$ they read $\sum_k I_kx_k=0$ and $\sum_k I_kx_k^2=v$. Cauchy–Schwarz gives $|m|\le\lVert f\rVert\,\lVert Hf\rVert=\lVert Hf\rVert$, so $v\ge0$. Now expand a square:
$$\sum_k I_k(Wx_k+v)^2=W^2v+v^2=v(v+W^2).$$
Every term is nonnegative. On a line with $x_k\ge W$ we have $Wx_k+v\ge W^2+v>0$, so its square is at least $(v+W^2)^2$. Writing $M$ for the intensity on those lines,
$$(v+W^2)^2M\le v(v+W^2),$$
and division by $(v+W^2)^2$ gives the bound.

Q: Then let me see whether the formal version speaks about the same objects. Where do the final states come from?

A: The space is `V`, and `H` is a linear map on it. The hypothesis `H.IsSymmetric` says $\langle Hx,y\rangle=\langle x,Hy\rangle$, which is Hermiticity. From it Mathlib supplies an orthonormal eigenbasis and real eigenvalues.

In Lean 4 with Mathlib:

```lean
import Mathlib

open scoped InnerProductSpace

namespace ShakeWindow

noncomputable section

variable {V : Type*} [NormedAddCommGroup V] [InnerProductSpace ℂ V] [FiniteDimensional ℂ V]
variable {H : V →ₗ[ℂ] V}

/-- An orthonormal basis of final states, eigenvectors of the Hermitian operator `H`. -/
def finalState (hH : H.IsSymmetric) :
    OrthonormalBasis (Fin (Module.finrank ℂ V)) ℂ V :=
  hH.eigenvectorBasis rfl

/-- The energy of the `k`-th final state. -/
def lineEnergy (hH : H.IsSymmetric) (k : Fin (Module.finrank ℂ V)) : ℝ :=
  hH.eigenvalues rfl k
```

Q: With degenerate levels that basis is not unique.

A: True, and the intensity of a single member of a degenerate set depends on the choice. The sum over a whole level does not, because it is the squared norm of the projection of $f$ on that level. The bound uses only such sums: `weightAbove` adds all lines with $E_k\ge c$, edge included.

```lean
/-- The sudden intensity of line `k`: the squared overlap of `f` with the final state. -/
def lineIntensity (hH : H.IsSymmetric) (f : V) (k : Fin (Module.finrank ℂ V)) : ℝ :=
  ‖⟪finalState hH k, f⟫_ℂ‖ ^ 2

/-- The total intensity of the lines at energy `c` or higher. -/
def weightAbove (hH : H.IsSymmetric) (f : V) (c : ℝ) : ℝ :=
  ∑ k with c ≤ lineEnergy hH k, lineIntensity hH f k
```

Q: And $m$ and $v$ are not secretly defined through the spectrum?

A: No, they use only `f` and `H f`. The real part in `meanEnergy` turns a complex number into a real one; for Hermitian $H$ nothing is lost.

```lean
/-- The real part of `⟨f, H f⟩`; for Hermitian `H` and a unit state `f` this is the mean energy. -/
def meanEnergy (H : V →ₗ[ℂ] V) (f : V) : ℝ := (⟪f, H f⟫_ℂ).re

/-- `‖H f‖²` minus the square of `meanEnergy H f`; for Hermitian `H` and a unit state `f` this is
the energy variance. -/
def energyVariance (H : V →ₗ[ℂ] V) (f : V) : ℝ := ‖H f‖ ^ 2 - meanEnergy H f ^ 2
```

Q: So the link to the lines has to be proved.

A: Yes. `amplitude_apply` is the relation $\langle\varphi_k,Hf\rangle=E_k\langle\varphi_k,f\rangle$, and `sum_rules` contains the three moments. The zeroth and second come from Parseval's identity for $f$ and $Hf$, the first from inserting the complete basis into $\langle f,Hf\rangle$. Normalisation is not yet assumed, so the total is $\lVert f\rVert^2$.

```lean
/-- Acting with `H` multiplies the amplitude on each final state by its energy. -/
theorem amplitude_apply (hH : H.IsSymmetric) (f : V) (k : Fin (Module.finrank ℂ V)) :
    ⟪finalState hH k, H f⟫_ℂ = (lineEnergy hH k : ℂ) * ⟪finalState hH k, f⟫_ℂ := by
  unfold finalState lineEnergy
  rw [← hH _ f, hH.apply_eigenvectorBasis, inner_smul_left]
  exact congrArg (· * _) (RCLike.conj_ofReal _)

/-- Sum rules: the line intensities add up to `‖f‖²`, their first energy moment is `⟨f, H f⟩`, and
their second energy moment is `‖H f‖²`. -/
theorem sum_rules (hH : H.IsSymmetric) (f : V) :
    ∑ k, lineIntensity hH f k = ‖f‖ ^ 2 ∧
    ∑ k, lineIntensity hH f k * lineEnergy hH k = meanEnergy H f ∧
    ∑ k, lineIntensity hH f k * lineEnergy hH k ^ 2 = ‖H f‖ ^ 2 := by
  refine ⟨(finalState hH).sum_sq_norm_inner_right f, ?_, ?_⟩
  · rw [meanEnergy, ← (finalState hH).sum_inner_mul_inner f (H f), Complex.re_sum]
    refine Finset.sum_congr rfl fun k _ => ?_
    rw [amplitude_apply, ← inner_conj_symm f (finalState hH k), lineIntensity,
      Complex.sq_norm, Complex.normSq_apply]
    simp only [Complex.mul_re, Complex.mul_im, Complex.conj_re, Complex.conj_im,
      Complex.ofReal_re, Complex.ofReal_im]
    ring
  · rw [← (finalState hH).sum_sq_norm_inner_right (H f)]
    refine Finset.sum_congr rfl fun k _ => ?_
    rw [amplitude_apply, norm_mul, mul_pow, Complex.norm_real, Real.norm_eq_abs, sq_abs,
      lineIntensity]
    ring
```

The sign of the variance is the Cauchy–Schwarz step. It uses `‖f‖ = 1`; for a vector of norm greater than 1 the difference can be negative.

```lean
omit [FiniteDimensional ℂ V] in
/-- The energy variance of a unit state is nonnegative. -/
theorem energyVariance_nonneg (H : V →ₗ[ℂ] V) {f : V} (hf : ‖f‖ = 1) :
    0 ≤ energyVariance H f := by
  have h1 : ‖⟪f, H f⟫_ℂ‖ ≤ ‖f‖ * ‖H f‖ := norm_inner_le_norm f (H f)
  rw [hf, one_mul] at h1
  have h2 := abs_le.1 ((Complex.abs_re_le_norm ⟪f, H f⟫_ℂ).trans h1)
  have h3 : meanEnergy H f ^ 2 ≤ ‖H f‖ ^ 2 := sq_le_sq' h2.1 h2.2
  unfold energyVariance
  linarith
```

Q: Where is the expanded square?

A: In `slack`, which subtracts from each term what the bound demands of it:
$$s_k=I_k\Big[(W(E_k-m)+v)^2-(v+W^2)^2\,\theta_k\Big],$$
where $\theta_k$ is 1 if $E_k\ge m+W$ and 0 otherwise. `sum_slack` expands this into the three moments, inserts the sum rules and finds
$$\sum_k s_k=(v+W^2)\big(v-(v+W^2)M\big).$$
`slack_nonneg` treats the two cases of $\theta_k$ as I did by hand.

```lean
/-- The term of line `k` in the slack of the window bound, after the bound has been multiplied by
`(v + W²)²`. -/
def slack (hH : H.IsSymmetric) (f : V) (W : ℝ) (k : Fin (Module.finrank ℂ V)) : ℝ :=
  lineIntensity hH f k *
    ((W * (lineEnergy hH k - meanEnergy H f) + energyVariance H f) ^ 2 -
      if meanEnergy H f + W ≤ lineEnergy hH k then (energyVariance H f + W ^ 2) ^ 2 else 0)

/-- For a unit state, the sum rules express the total slack through the mean energy, the
variance and the intensity beyond the window. -/
theorem sum_slack (hH : H.IsSymmetric) {f : V} (hf : ‖f‖ = 1) (W : ℝ) :
    ∑ k, slack hH f W k = (energyVariance H f + W ^ 2) *
      (energyVariance H f -
        (energyVariance H f + W ^ 2) * weightAbove hH f (meanEnergy H f + W)) := by
  obtain ⟨h0, h1, h2⟩ := sum_rules hH f
  have hv : ‖H f‖ ^ 2 = energyVariance H f + meanEnergy H f ^ 2 := by
    unfold energyVariance; ring
  have hw : weightAbove hH f (meanEnergy H f + W) =
      ∑ k, if meanEnergy H f + W ≤ lineEnergy hH k then lineIntensity hH f k else 0 :=
    Finset.sum_filter _ _
  -- expand the square into the three moments
  have hs : ∑ k, slack hH f W k =
      W ^ 2 * ∑ k, lineIntensity hH f k * lineEnergy hH k ^ 2
      + 2 * W * (energyVariance H f - W * meanEnergy H f) *
        ∑ k, lineIntensity hH f k * lineEnergy hH k
      + (energyVariance H f - W * meanEnergy H f) ^ 2 * ∑ k, lineIntensity hH f k
      - (energyVariance H f + W ^ 2) ^ 2 *
        ∑ k, if meanEnergy H f + W ≤ lineEnergy hH k then lineIntensity hH f k else 0 := by
    simp only [Finset.mul_sum, ← Finset.sum_add_distrib, ← Finset.sum_sub_distrib]
    refine Finset.sum_congr rfl fun k _ => ?_
    unfold slack
    split_ifs <;> ring
  rw [hs, ← hw, h2, h1, h0, hf, hv]
  ring

/-- For a unit state and `W > 0`, no line contributes negative slack. -/
theorem slack_nonneg (hH : H.IsSymmetric) {f : V} (hf : ‖f‖ = 1) {W : ℝ} (hW : 0 < W)
    (k : Fin (Module.finrank ℂ V)) : 0 ≤ slack hH f W k := by
  have hv := energyVariance_nonneg H hf
  refine mul_nonneg (sq_nonneg _) ?_
  split_ifs with h
  · have h1 : energyVariance H f + W ^ 2 ≤
        W * (lineEnergy hH k - meanEnergy H f) + energyVariance H f := by nlinarith
    exact sub_nonneg.2 (pow_le_pow_left₀ (by positivity) h1 2)
  · rw [sub_zero]
    exact sq_nonneg _
```

The main theorem then uses that a sum of nonnegative terms is nonnegative, cancels the positive factor $v+W^2$ and divides.

```lean
/-- Window bound: for a unit sudden state with mean energy `m` and variance `v`, and any `W > 0`,
the intensity at energies `m + W` and higher is at most `v / (v + W²)`. -/
theorem missed_intensity_le (hH : H.IsSymmetric) {f : V} (hf : ‖f‖ = 1) {W : ℝ} (hW : 0 < W) :
    weightAbove hH f (meanEnergy H f + W) ≤
      energyVariance H f / (energyVariance H f + W ^ 2) := by
  have hv := energyVariance_nonneg H hf
  have hpos : 0 < energyVariance H f + W ^ 2 := by positivity
  have h := Finset.sum_nonneg fun k (_ : k ∈ Finset.univ) => slack_nonneg hH hf hW k
  rw [sum_slack hH hf] at h
  have h' := (mul_nonneg_iff_of_pos_left hpos).1 h
  rw [le_div_iff₀ hpos]
  linarith
```

Q: Are `‖f‖ = 1` and `0 < W` really needed?

A: The bound fails if negative $W$ is admitted. Take $H=\mathrm{diag}(-1,1)$ and $f=(1,1)/\sqrt2$, so $m=0$ and $v=1$. At $W=-1$ all the intensity lies at or above the edge, while the formula gives $1/2$. It also fails if $f$ may have any norm: on a one-dimensional space with $H=-1$ and $f=2$, we get $m=-4$ and $v=-12$. At $W=1$ the intensity above the edge $-3$ is $4$, but the formula gives $12/11$.

Q: Suppose I tolerate a loss $\varepsilon$. How far must the window reach?

A: It is enough that $v(1-\varepsilon)\le\varepsilon W^2$. For $0<\varepsilon<1$ this means $W\ge\sqrt{v(1-\varepsilon)/\varepsilon}$; for a loss of at most 5%, $W\ge\sqrt{19\,v}$ suffices, about 4.4 standard deviations. The proof rearranges the condition into $v/(v+W^2)\le\varepsilon$.

```lean
/-- Choice of window: for a unit state and `W > 0` with `v (1 - ε) ≤ ε W²`, the intensity at
energies `m + W` and higher is at most `ε`. -/
theorem missed_le_of_window (hH : H.IsSymmetric) {f : V} (hf : ‖f‖ = 1) {W ε : ℝ} (hW : 0 < W)
    (hε : energyVariance H f * (1 - ε) ≤ ε * W ^ 2) :
    weightAbove hH f (meanEnergy H f + W) ≤ ε := by
  have hv := energyVariance_nonneg H hf
  refine (missed_intensity_le hH hf hW).trans ?_
  rw [div_le_iff₀ (by positivity)]
  linarith
```

Note that $W$ is measured from the mean $m$, not from the main line. If the lowest line lies at $E_0$, a window starting there has to be $m-E_0+W$ wide.

Q: That sounds pessimistic. Is the bound ever reached?

A: It is reached exactly when every line of nonzero intensity sits at $m+W$ or at $m-v/W$. Equality means that the total slack is zero, and since no $s_k$ is negative, each one vanishes. For a line of nonzero intensity below the edge this forces $W(E_k-m)+v=0$. For one at or above the edge, the difference of squares vanishes and factors as
$$\big(W(E_k-m)+2v+W^2\big)\,W(E_k-m-W)=0,$$
and the first factor is positive, so $E_k=m+W$. For the converse, the proof substitutes the two energies and finds zero slack.

```lean
/-- For a unit state and `W > 0`, the window bound is an equality exactly when every line of
nonzero intensity lies at `m + W` or at `m - v / W`. -/
theorem missed_eq_iff (hH : H.IsSymmetric) {f : V} (hf : ‖f‖ = 1) {W : ℝ} (hW : 0 < W) :
    weightAbove hH f (meanEnergy H f + W) =
        energyVariance H f / (energyVariance H f + W ^ 2) ↔
      ∀ k, lineIntensity hH f k ≠ 0 → lineEnergy hH k = meanEnergy H f + W ∨
        lineEnergy hH k = meanEnergy H f - energyVariance H f / W := by
  have hv := energyVariance_nonneg H hf
  have hpos : 0 < energyVariance H f + W ^ 2 := by positivity
  have key := Finset.sum_eq_zero_iff_of_nonneg
    fun k (_ : k ∈ Finset.univ) => slack_nonneg hH hf hW k
  rw [sum_slack hH hf] at key
  rw [eq_div_iff hpos.ne']
  constructor
  · intro h k hk
    have h0 := key.1 (by linear_combination -(energyVariance H f + W ^ 2) * h) k
      (Finset.mem_univ k)
    have h1 := (mul_eq_zero.1 h0).resolve_left hk
    split_ifs at h1 with hc
    · left
      have h2 : (W * (lineEnergy hH k - meanEnergy H f) + 2 * energyVariance H f + W ^ 2) *
          (W * (lineEnergy hH k - meanEnergy H f - W)) = 0 := by linear_combination h1
      have h3 : 0 < W * (lineEnergy hH k - meanEnergy H f) + 2 * energyVariance H f + W ^ 2 := by
        have : 0 ≤ W * (lineEnergy hH k - meanEnergy H f) :=
          mul_nonneg hW.le (by linarith)
        positivity
      have h4 := (mul_eq_zero.1 ((mul_eq_zero.1 h2).resolve_left h3.ne')).resolve_left hW.ne'
      linarith
    · right
      rw [sub_zero] at h1
      have h2 := pow_eq_zero_iff (two_ne_zero) |>.1 h1
      have h3 : energyVariance H f / W = meanEnergy H f - lineEnergy hH k := by
        rw [div_eq_iff hW.ne']
        linarith
      linarith
  · intro h
    have h0 := key.2 fun k _ => by
      by_cases hk : lineIntensity hH f k = 0
      · rw [slack, hk, zero_mul]
      · unfold slack
        rcases h k hk with hE | hE
        · rw [hE, if_pos le_rfl]
          ring
        · have hq : 0 ≤ energyVariance H f / W := div_nonneg hv hW.le
          have hc : W * (energyVariance H f / W) = energyVariance H f :=
            mul_div_cancel₀ _ hW.ne'
          have hz : W * (meanEnergy H f - energyVariance H f / W - meanEnergy H f)
              + energyVariance H f = 0 := by linear_combination -hc
          rw [hE, if_neg (by linarith), hz]
          ring
    have h1 := (mul_eq_zero.1 h0).resolve_left hpos.ne'
    linarith
```

Q: Is there a Hamiltonian that does this, or is the condition empty?

A: Two configurations suffice. The main one has energy zero, the shake configuration has energy $d$, and $t$ couples them:
$$H=\begin{pmatrix}0&t\\t&d\end{pmatrix},\qquad f=\begin{pmatrix}1\\0\end{pmatrix}.$$

```lean
/-- A main configuration at energy zero coupled with strength `t` to one shake configuration
at energy `d`. -/
def twoConfig (t d : ℝ) : EuclideanSpace ℂ (Fin 2) →ₗ[ℂ] EuclideanSpace ℂ (Fin 2) where
  toFun x := !₂[(t : ℂ) * x 1, (t : ℂ) * x 0 + (d : ℂ) * x 1]
  map_add' x y := by ext i; fin_cases i <;> simp <;> ring
  map_smul' c x := by ext i; fin_cases i <;> simp <;> ring

/-- The two-configuration Hamiltonian is Hermitian. -/
theorem twoConfig_symmetric (t d : ℝ) : (twoConfig t d).IsSymmetric := by
  intro x y
  simp [twoConfig, PiLp.inner_apply, Fin.sum_univ_two]
  ring
```

Here $Hf=(0,t)$, so $m=0$ and $v=t^2$. Choose $d=W-t^2/W$, which places the shake configuration above the main one when $W>|t|$; for smaller $W$ the algebra still holds, but the names no longer fit the order of the energies. The eigenvalues are then $W$ and $-t^2/W$, and the normalised eigenvector at $W$ is $(t,W)/\sqrt{t^2+W^2}$, whose overlap with $f$ gives the intensity $t^2/(t^2+W^2)$. This equals the bound, for every real $t$ and every $W>0$, so no smaller bound that depends on $v$ and $W$ alone can hold for all finite Hermitian $H$.

The formal proof does not compute the eigenvectors explicitly. It takes the overlap of $H^2f=t^2f+d\,Hf$ with a final state and cancels the nonzero amplitude, which leaves $E^2=t^2+dE$. This factors as $(E-W)(E+t^2/W)=0$, and the equality criterion does the rest.

```lean
/-- Sharpness: for `W > 0` and shake configuration energy `W - t² / W`, the main configuration
has mean energy zero and variance `t²`, and its intensity at energies `W` and higher is exactly
`t² / (t² + W²)`. -/
theorem twoConfig_attains (t : ℝ) {W : ℝ} (hW : 0 < W) :
    meanEnergy (twoConfig t (W - t ^ 2 / W)) !₂[1, 0] = 0 ∧
    energyVariance (twoConfig t (W - t ^ 2 / W)) !₂[1, 0] = t ^ 2 ∧
    weightAbove (twoConfig_symmetric t (W - t ^ 2 / W)) !₂[1, 0] W = t ^ 2 / (t ^ 2 + W ^ 2) := by
  obtain ⟨d, hd⟩ : ∃ d, d = W - t ^ 2 / W := ⟨_, rfl⟩
  rw [← hd]
  have hf : ‖(!₂[1, 0] : EuclideanSpace ℂ (Fin 2))‖ = 1 := by
    simp [EuclideanSpace.norm_eq, Fin.sum_univ_two]
  have hm : meanEnergy (twoConfig t d) !₂[1, 0] = 0 := by
    simp [meanEnergy, twoConfig, PiLp.inner_apply, Fin.sum_univ_two]
  have hv : energyVariance (twoConfig t d) !₂[1, 0] = t ^ 2 := by
    rw [energyVariance, hm]
    simp [twoConfig, EuclideanSpace.norm_sq_eq, Fin.sum_univ_two]
  refine ⟨hm, hv, ?_⟩
  have h := (missed_eq_iff (twoConfig_symmetric t d) hf hW).2 ?_
  · rwa [hm, hv, zero_add] at h
  intro k hk
  rw [hm, hv]
  -- the characteristic equation, read off from two actions of the Hamiltonian
  have hHH : twoConfig t d (twoConfig t d !₂[1, 0]) =
      ((t : ℂ) ^ 2) • !₂[1, 0] + (d : ℂ) • twoConfig t d !₂[1, 0] := by
    ext i
    fin_cases i <;> simp [twoConfig]
    ring
  have h1 := congrArg (fun x => ⟪finalState (twoConfig_symmetric t d) k, x⟫_ℂ) hHH
  simp only [inner_add_right, inner_smul_right, amplitude_apply] at h1
  have hz : ⟪finalState (twoConfig_symmetric t d) k, !₂[1, 0]⟫_ℂ ≠ 0 := by
    intro h0
    exact hk (by rw [lineIntensity, h0]; simp)
  generalize lineEnergy (twoConfig_symmetric t d) k = E at h1 ⊢
  have h2 : (E : ℂ) ^ 2 = (t : ℂ) ^ 2 + d * E :=
    mul_right_cancel₀ hz (by linear_combination h1)
  have h3 : E ^ 2 = t ^ 2 + d * E := by exact_mod_cast h2
  have hc : W * (t ^ 2 / W) = t ^ 2 := mul_div_cancel₀ _ hW.ne'
  have h4 : (E - W) * (E + t ^ 2 / W) = 0 := by
    rw [hd] at h3
    linear_combination h3 - hc
  rcases mul_eq_zero.1 h4 with h5 | h5
  · left; linarith
  · right; linarith

end

end ShakeWindow
```

```lean
#print axioms ShakeWindow.missed_intensity_le
#print axioms ShakeWindow.missed_le_of_window
#print axioms ShakeWindow.twoConfig_attains
```

```
'ShakeWindow.missed_intensity_le' depends on axioms: [propext, Classical.choice, Quot.sound]
'ShakeWindow.missed_le_of_window' depends on axioms: [propext, Classical.choice, Quot.sound]
'ShakeWindow.twoConfig_attains' depends on axioms: [propext, Classical.choice, Quot.sound]
```

Q: What should I still keep in mind when I compare with a measured spectrum?

A: The model has discrete, unbroadened lines, so a line inside the window counts in full even if its lifetime tail would leak out. Intensities are pure overlaps: energy-dependent dipole matrix elements are left out, and so are the losses, plasmons included, that the photoelectron causes on its way out. The finite basis replaces the shake-off continuum by discrete states. And $v$ belongs to the $H$ you chose, so a basis that lacks important shake configurations can give a variance, and with it a bound, that is too small for the real system.
